# A and A†A are both conserved by a finite-dimensional quantum channel exactly when A commutes with every Kraus operator

Take a channel on a finite-dimensional system with Kraus operators K_k, where Σ_k K_k†K_k = 1, and let it act on observables by G(X) = Σ_k K_k†XK_k. The claim is that G(A) = A and G(A†A) = A†A hold together if and only if A commutes with every K_k. I can see that commuting is sufficient, but I'd like a rigorous argument for the other direction, checked in Lean 4. I'd also like to know whether G(A) = A would be enough by itself.

## Squared commutators decide the question

The claim is true, and G(A) = A alone is not enough in general. It is enough if the channel is also unital, meaning Σ_k K_kK_k† = 1.

Write C_k = AK_k − K_kA and D(A) = Σ_k C_k†C_k. Each term expands to

C_k†C_k = K_k†A†AK_k − K_k†A†K_kA − A†K_k†AK_k + A†K_k†K_kA.

Sum over k, using Σ_k K_k†K_k = 1 in the last term and G(A†) = G(A)† in the second:

D(A) = G(A†A) − G(A)†A − A†G(A) + A†A.

If both conservation conditions hold, the right side is A†A − A†A − A†A + A†A = 0. Taking the trace gives

0 = tr D(A) = Σ_k Σ_ij |(C_k)_ij|²,

so every entry of every commutator vanishes.

Conversely, if A commutes with every K_k, then for any X

G(XA) = Σ_k K_k†XAK_k = Σ_k K_k†XK_kA = G(X)A.

Since G(1) = 1, the choice X = 1 gives G(A) = A. The choice X = A† then gives G(A†A) = G(A)†A = A†A.

## What the first condition gives alone

If only G(A) = A is known, the formula for D(A) reduces to

G(A†A) − A†A = D(A),

which is positive semidefinite but need not vanish. Now let Φ(ρ) = Σ_k K_kρK_k† be the action on states. Cyclicity of the trace gives tr(XΦ(ρ)) = tr(G(X)ρ). For a unital channel Φ(1) = 1, so tr G(X) = tr X. Hence tr D(A) = 0, and A commutes with every K_k.

A three-level decay shows what can happen without unitality. Levels 0 and 1 are stable, and level 2 decays to them with amplitudes 3/5 and 4/5:

K_0 = |0⟩⟨0| + |1⟩⟨1|, K_1 = (3/5)|0⟩⟨2|, K_2 = (4/5)|1⟩⟨2|.

Take A = diag(1, 0, 9/25), whose expectation tr(Aρ) is the probability of ending in level 0 from the initial state ρ. The only entry of G(A) that needs a calculation is the one for level 2:

(9/25)·1 + (16/25)·0 = 9/25,

so G(A) = A. But the (0,2) entry of AK_1 is 3/5, while that of K_1A is 27/125.

For Hermitian A, A†A = A², so the two conditions say that the first two moments are conserved. Then A commutes with every K_k, and so does each power A^m, which makes all moments conserved.

## The Lean file

```lean
import Mathlib

open Matrix
open scoped ComplexOrder

namespace KrausConservedObservables

noncomputable section

variable {ι n : Type*} [Fintype ι] [Fintype n]

/-- Heisenberg-picture action of the Kraus family on an observable:
`G(X) = ∑ K_k† X K_k`. -/
def heis (K : ι → Matrix n n ℂ) (X : Matrix n n ℂ) : Matrix n n ℂ :=
  ∑ k, (K k)ᴴ * X * K k

/-- Schrödinger-picture action of the Kraus family on a matrix `ρ`:
`Φ(ρ) = ∑ K_k ρ K_k†`. -/
def schr (K : ι → Matrix n n ℂ) (ρ : Matrix n n ℂ) : Matrix n n ℂ :=
  ∑ k, K k * ρ * (K k)ᴴ

/-- The sum of squared commutators `D(A) = ∑ [A, K_k]† [A, K_k]`. -/
def dissipation (K : ι → Matrix n n ℂ) (A : Matrix n n ℂ) : Matrix n n ℂ :=
  ∑ k, (A * K k - K k * A)ᴴ * (A * K k - K k * A)

/-- The Heisenberg map respects adjoints: `G(X†) = G(X)†`. -/
theorem heis_conjTranspose (K : ι → Matrix n n ℂ) (X : Matrix n n ℂ) :
    heis K Xᴴ = (heis K X)ᴴ := by
  simp only [heis, Matrix.conjTranspose_sum, Matrix.conjTranspose_mul,
    Matrix.conjTranspose_conjTranspose, Matrix.mul_assoc]

/-- Duality of the two pictures: `tr(X Φ(ρ)) = tr(G(X) ρ)`. -/
theorem trace_schr_eq_trace_heis (K : ι → Matrix n n ℂ) (X ρ : Matrix n n ℂ) :
    trace (X * schr K ρ) = trace (heis K X * ρ) := by
  simp only [schr, heis, Matrix.mul_sum, Matrix.sum_mul, Matrix.trace_sum]
  refine Finset.sum_congr rfl fun k _ => ?_
  calc trace (X * (K k * ρ * (K k)ᴴ)) = trace ((X * K k * ρ) * (K k)ᴴ) := by
        simp only [Matrix.mul_assoc]
    _ = trace ((K k)ᴴ * (X * K k * ρ)) := Matrix.trace_mul_comm _ _
    _ = trace ((K k)ᴴ * X * K k * ρ) := by simp only [Matrix.mul_assoc]

/-- If the trace of `∑ C_k† C_k` vanishes, then every `C_k` vanishes. -/
theorem eq_zero_of_trace_sum_eq_zero (C : ι → Matrix n n ℂ)
    (h : trace (∑ k, (C k)ᴴ * C k) = 0) (k : ι) : C k = 0 := by
  -- the trace is the sum of the squared moduli of all entries
  have key : trace (∑ k, (C k)ᴴ * C k)
      = ((∑ k, ∑ j, ∑ i, Complex.normSq (C k i j) : ℝ) : ℂ) := by
    rw [Matrix.trace_sum]
    simp only [Complex.ofReal_sum, Matrix.trace, Matrix.diag_apply, Matrix.mul_apply,
      Matrix.conjTranspose_apply]
    refine Finset.sum_congr rfl fun k _ => Finset.sum_congr rfl fun j _ =>
      Finset.sum_congr rfl fun i _ => ?_
    exact Complex.normSq_eq_conj_mul_self.symm
  rw [key] at h
  have h0 : ∑ k, ∑ j, ∑ i, Complex.normSq (C k i j) = 0 := Complex.ofReal_eq_zero.mp h
  ext i j
  have n1 : ∀ k ∈ (Finset.univ : Finset ι), 0 ≤ ∑ j, ∑ i, Complex.normSq (C k i j) :=
    fun k _ => Finset.sum_nonneg fun j _ => Finset.sum_nonneg fun i _ =>
      Complex.normSq_nonneg _
  have n2 : ∀ j ∈ (Finset.univ : Finset n), 0 ≤ ∑ i, Complex.normSq (C k i j) :=
    fun j _ => Finset.sum_nonneg fun i _ => Complex.normSq_nonneg _
  have n3 : ∀ i ∈ (Finset.univ : Finset n), 0 ≤ Complex.normSq (C k i j) :=
    fun i _ => Complex.normSq_nonneg _
  have h1 := (Finset.sum_eq_zero_iff_of_nonneg n1).mp h0 k (Finset.mem_univ _)
  have h2 := (Finset.sum_eq_zero_iff_of_nonneg n2).mp h1 j (Finset.mem_univ _)
  have h3 := (Finset.sum_eq_zero_iff_of_nonneg n3).mp h2 i (Finset.mem_univ _)
  simpa using Complex.normSq_eq_zero.mp h3

/-- A matrix `A` commuting with all Kraus operators can be pulled out on the right:
`G(X A) = G(X) A`. -/
theorem heis_mul_of_commute {K : ι → Matrix n n ℂ} {A : Matrix n n ℂ}
    (hA : ∀ k, Commute A (K k)) (X : Matrix n n ℂ) :
    heis K (X * A) = heis K X * A := by
  unfold heis
  rw [Matrix.sum_mul]
  refine Finset.sum_congr rfl fun k _ => ?_
  have e : A * K k = K k * A := (hA k).eq
  simp only [Matrix.mul_assoc, e]

variable [DecidableEq n]

/-- The completeness relation `∑ K_k† K_k = 1` of a trace-preserving Kraus family. -/
def IsTracePreserving (K : ι → Matrix n n ℂ) : Prop :=
  ∑ k, (K k)ᴴ * K k = 1

/-- The expectation `tr(A ρ)` is unchanged under `ρ ↦ Φ(ρ)` for every matrix `ρ` (no completeness assumed)
if and only if `G(A) = A`. -/
theorem expectation_conserved_iff (K : ι → Matrix n n ℂ) (A : Matrix n n ℂ) :
    (∀ ρ : Matrix n n ℂ, trace (A * schr K ρ) = trace (A * ρ)) ↔ heis K A = A := by
  constructor
  · intro h
    ext i j
    -- testing against a matrix unit reads off one entry
    have hs : ∀ M : Matrix n n ℂ, trace (M * Matrix.of fun b a : n =>
        if b = j then (if a = i then (1 : ℂ) else 0) else 0) = M i j := by
      intro M
      simp [Matrix.trace, Matrix.mul_apply]
    rw [← hs (heis K A), ← hs A, ← trace_schr_eq_trace_heis]
    exact h _
  · intro h ρ
    rw [trace_schr_eq_trace_heis, h]

/-- For a trace-preserving Kraus family,
`∑ [A, K_k]† [A, K_k] = G(A†A) - G(A)† A - A† G(A) + A†A`. -/
theorem dissipation_eq {K : ι → Matrix n n ℂ} (hK : IsTracePreserving K) (A : Matrix n n ℂ) :
    dissipation K A
      = heis K (Aᴴ * A) - (heis K A)ᴴ * A - Aᴴ * heis K A + Aᴴ * A := by
  have hK' : ∑ k, (K k)ᴴ * K k = 1 := hK
  -- expand each squared commutator into four terms
  have h1 : dissipation K A = ∑ k, ((K k)ᴴ * (Aᴴ * A) * K k - (K k)ᴴ * Aᴴ * K k * A
      - Aᴴ * ((K k)ᴴ * A * K k) + Aᴴ * ((K k)ᴴ * K k) * A) := by
    unfold dissipation
    refine Finset.sum_congr rfl fun k _ => ?_
    simp only [Matrix.conjTranspose_sub, Matrix.conjTranspose_mul]
    noncomm_ring
  -- completeness collapses the last term
  have h2 : ∑ k, Aᴴ * ((K k)ᴴ * K k) * A = Aᴴ * A := by
    calc ∑ k, Aᴴ * ((K k)ᴴ * K k) * A = Aᴴ * (∑ k, (K k)ᴴ * K k) * A := by
          simp only [Matrix.mul_sum, Matrix.sum_mul]
      _ = Aᴴ * A := by rw [hK', Matrix.mul_one]
  rw [h1, ← heis_conjTranspose]
  simp only [Finset.sum_add_distrib, Finset.sum_sub_distrib]
  rw [h2]
  simp only [heis, Matrix.sum_mul, Matrix.mul_sum]

/-- For a trace-preserving Kraus family, `G(A) = A` and `G(A†A) = A†A` hold together
if and only if `A` commutes with every Kraus operator. -/
theorem conserved_iff_commute {K : ι → Matrix n n ℂ} (hK : IsTracePreserving K)
    (A : Matrix n n ℂ) :
    (heis K A = A ∧ heis K (Aᴴ * A) = Aᴴ * A) ↔ ∀ k, Commute A (K k) := by
  constructor
  · rintro ⟨h1, h2⟩ k
    -- both fixed-point conditions make the sum of squared commutators vanish
    have h0 : dissipation K A = 0 := by
      rw [dissipation_eq hK, h1, h2]
      abel
    have ht : trace (dissipation K A) = 0 := by rw [h0, Matrix.trace_zero]
    have hz := eq_zero_of_trace_sum_eq_zero (fun k => A * K k - K k * A) ht k
    have e : A * K k = K k * A := sub_eq_zero.mp hz
    exact e
  · intro hA
    have hone : heis K 1 = 1 := by
      simp only [heis, Matrix.mul_one]
      exact hK
    -- pull `A` out of `G(1 A)` and of `G(A† A)`
    have h1 : heis K A = A := by
      have h := heis_mul_of_commute hA 1
      rw [Matrix.one_mul, hone, Matrix.one_mul] at h
      exact h
    refine ⟨h1, ?_⟩
    rw [heis_mul_of_commute hA, heis_conjTranspose, h1]

/-- For a trace-preserving Kraus family with `G(A) = A`, the matrix `G(A†A) - A†A`
is positive semidefinite. -/
theorem second_moment_posSemidef {K : ι → Matrix n n ℂ} (hK : IsTracePreserving K)
    {A : Matrix n n ℂ} (h : heis K A = A) :
    (heis K (Aᴴ * A) - Aᴴ * A).PosSemidef := by
  have e : heis K (Aᴴ * A) - Aᴴ * A = dissipation K A := by
    rw [dissipation_eq hK, h]
    abel
  rw [e]
  unfold dissipation
  exact Finset.sum_induction _ (fun M : Matrix n n ℂ => M.PosSemidef)
    (fun a b ha hb => ha.add hb) Matrix.PosSemidef.zero
    (fun k _ => Matrix.posSemidef_conjTranspose_mul_self _)

/-- For a trace-preserving Kraus family that is also unital, `∑ K_k K_k† = 1`, the single
condition `G(A) = A` holds if and only if `A` commutes with every Kraus operator. -/
theorem conserved_iff_commute_of_unital {K : ι → Matrix n n ℂ} (hK : IsTracePreserving K)
    (hU : ∑ k, K k * (K k)ᴴ = 1) (A : Matrix n n ℂ) :
    heis K A = A ↔ ∀ k, Commute A (K k) := by
  constructor
  · intro h k
    have e : heis K (Aᴴ * A) - Aᴴ * A = dissipation K A := by
      rw [dissipation_eq hK, h]
      abel
    have hs : schr K 1 = 1 := by
      simp only [schr, Matrix.mul_one]
      exact hU
    -- unitality makes `G` preserve the trace
    have hd := trace_schr_eq_trace_heis K (Aᴴ * A) 1
    simp only [hs, Matrix.mul_one] at hd
    have ht : trace (dissipation K A) = 0 := by
      rw [← e, Matrix.trace_sub, ← hd, sub_self]
    have hz := eq_zero_of_trace_sum_eq_zero (fun k => A * K k - K k * A) ht k
    have e' : A * K k = K k * A := sub_eq_zero.mp hz
    exact e'
  · intro h
    exact ((conserved_iff_commute hK A).mpr h).1

/-- For a trace-preserving Kraus family and a Hermitian observable `A`, the moments
`tr(A ρ)` and `tr(A² ρ)` are conserved for all `ρ` if and only if all moments
`tr(A^m ρ)` are conserved for all `ρ`. -/
theorem two_moments_iff_all_moments {K : ι → Matrix n n ℂ} (hK : IsTracePreserving K)
    {A : Matrix n n ℂ} (hA : A.IsHermitian) :
    ((∀ ρ : Matrix n n ℂ, trace (A * schr K ρ) = trace (A * ρ)) ∧
      (∀ ρ : Matrix n n ℂ, trace (A ^ 2 * schr K ρ) = trace (A ^ 2 * ρ))) ↔
    ∀ (m : ℕ) (ρ : Matrix n n ℂ), trace (A ^ m * schr K ρ) = trace (A ^ m * ρ) := by
  constructor
  · rintro ⟨h1, h2⟩ m
    have g1 := (expectation_conserved_iff K A).mp h1
    have g2 := (expectation_conserved_iff K (A ^ 2)).mp h2
    rw [pow_two] at g2
    have g3 : heis K (Aᴴ * A) = Aᴴ * A := by
      rw [hA.eq]
      exact g2
    have hc := (conserved_iff_commute hK A).mp ⟨g1, g3⟩
    -- powers of `A` commute with the Kraus operators as well
    exact (expectation_conserved_iff K (A ^ m)).mpr
      ((conserved_iff_commute hK (A ^ m)).mpr fun k => (hc k).pow_left m).1
  · intro h
    refine ⟨?_, h 2⟩
    have h1 := h 1
    rw [pow_one] at h1
    exact h1

/-- Three-level decay: the projector on levels 0 and 1, and jumps from level 2 to
level 0 with amplitude `3/5` and to level 1 with amplitude `4/5`. -/
def decayKraus : Fin 3 → Matrix (Fin 3) (Fin 3) ℂ :=
  ![!![1, 0, 0; 0, 1, 0; 0, 0, 0], !![0, 0, 3 / 5; 0, 0, 0; 0, 0, 0],
    !![0, 0, 0; 0, 0, 4 / 5; 0, 0, 0]]

/-- The diagonal observable `diag(1, 0, 9/25)` on three levels. -/
def decayObs : Matrix (Fin 3) (Fin 3) ℂ :=
  !![1, 0, 0; 0, 0, 0; 0, 0, 9 / 25]

/-- The decay family is trace preserving and fixes the Hermitian observable
`diag(1, 0, 9/25)`, which does not commute with the jump from level 2 to level 0. -/
theorem fixed_not_commute :
    IsTracePreserving decayKraus ∧ decayObs.IsHermitian ∧
      heis decayKraus decayObs = decayObs ∧ ¬ Commute decayObs (decayKraus 1) := by
  -- the amplitudes are real
  have c3 : (starRingEnd ℂ) 3 = 3 := map_ofNat (starRingEnd ℂ) 3
  have c4 : (starRingEnd ℂ) 4 = 4 := map_ofNat (starRingEnd ℂ) 4
  have c5 : (starRingEnd ℂ) 5 = 5 := map_ofNat (starRingEnd ℂ) 5
  refine ⟨?_, ?_, ?_, ?_⟩
  · unfold IsTracePreserving
    ext i j
    fin_cases i <;> fin_cases j <;>
      simp [decayKraus, Matrix.mul_apply, Fin.sum_univ_three]
    norm_num [c3, c4, c5]
  · show decayObsᴴ = decayObs
    ext i j
    fin_cases i <;> fin_cases j <;> simp [decayObs]
  · unfold heis
    ext i j
    fin_cases i <;> fin_cases j <;>
      simp [decayKraus, decayObs, Matrix.mul_apply, Fin.sum_univ_three]
    norm_num [c3, c4, c5]
  · intro h
    have h02 := congrFun (congrFun h.eq 0) 2
    revert h02
    simp [decayKraus, decayObs, Matrix.mul_apply, Fin.sum_univ_three]
    norm_num

/-- Complete dephasing of a qubit: the two projectors on the basis states. -/
def dephaseKraus : Fin 2 → Matrix (Fin 2) (Fin 2) ℂ :=
  ![!![1, 0; 0, 0], !![0, 0; 0, 1]]

/-- The diagonal qubit matrix `diag(a, b)`. -/
def diagObs (a b : ℂ) : Matrix (Fin 2) (Fin 2) ℂ :=
  !![a, 0; 0, b]

/-- The dephasing family is trace preserving, fixes `A = diag(a, b)` and `A†A`,
and sends the Pauli matrix `σ_x` to zero. -/
theorem dephase_witness (a b : ℂ) :
    IsTracePreserving dephaseKraus ∧
      heis dephaseKraus (diagObs a b) = diagObs a b ∧
      heis dephaseKraus ((diagObs a b)ᴴ * diagObs a b) = (diagObs a b)ᴴ * diagObs a b ∧
      heis dephaseKraus !![0, 1; 1, 0] = 0 := by
  have hK : IsTracePreserving dephaseKraus := by
    unfold IsTracePreserving
    ext i j
    fin_cases i <;> fin_cases j <;>
      simp [dephaseKraus, Matrix.mul_apply, Fin.sum_univ_two]
  have hc : ∀ k, Commute (diagObs a b) (dephaseKraus k) := by
    intro k
    show diagObs a b * dephaseKraus k = dephaseKraus k * diagObs a b
    fin_cases k <;> ext i j <;> fin_cases i <;> fin_cases j <;>
      simp [dephaseKraus, diagObs, Matrix.mul_apply, Fin.sum_univ_two]
  have h := (conserved_iff_commute hK (diagObs a b)).mpr hc
  refine ⟨hK, h.1, h.2, ?_⟩
  unfold heis
  ext i j
  fin_cases i <;> fin_cases j <;>
    simp [dephaseKraus, Matrix.mul_apply, Fin.sum_univ_two]

end

end KrausConservedObservables
```

```lean
#print axioms KrausConservedObservables.second_moment_posSemidef
#print axioms KrausConservedObservables.conserved_iff_commute_of_unital
#print axioms KrausConservedObservables.two_moments_iff_all_moments
#print axioms KrausConservedObservables.fixed_not_commute
```

```
'KrausConservedObservables.second_moment_posSemidef' depends on axioms: [propext, Classical.choice, Quot.sound]
'KrausConservedObservables.conserved_iff_commute_of_unital' depends on axioms: [propext, Classical.choice, Quot.sound]
'KrausConservedObservables.two_moments_iff_all_moments' depends on axioms: [propext, Classical.choice, Quot.sound]
'KrausConservedObservables.fixed_not_commute' depends on axioms: [propext, Classical.choice, Quot.sound]
```

## How the theorems read as physics

The finite type `n` labels basis states and the finite type `ι` labels Kraus operators. `Matrix n n ℂ` is the type of operators in that basis, and `ᴴ` is the adjoint. `heis K` is G, `schr K` is Φ, and `dissipation K A` is D(A).

The hypothesis `IsTracePreserving K` is the completeness relation, which stands for conservation of total probability. `Commute A (K k)` means AK_k = K_kA. The main theorem, `conserved_iff_commute`, assumes completeness and nothing about A, which need not be Hermitian.

`expectation_conserved_iff` links G(A) = A to measured averages: it is equivalent to tr(AΦ(ρ)) = tr(Aρ) for all ρ. Here ρ ranges over all matrices. Asking for it only for density matrices would give the same condition, because both sides are linear in ρ and density matrices span the whole matrix space. `two_moments_iff_all_moments` is stated in the same terms and does require A to be Hermitian.

The Kraus form is taken as given and not derived from complete positivity. Infinite-dimensional systems, infinite Kraus families and channels between different spaces are not treated. For simulations of open systems with a finite-dimensional noise model given by finitely many Kraus matrices, the result turns conservation of a charge's first two moments into a set of commutator checks.

## How the proof follows the calculation

`heis_conjTranspose` proves G(X†) = G(X)†, and `trace_schr_eq_trace_heis` proves the trace duality by moving K_k† around the trace. To get from averages back to G(A) = A, `expectation_conserved_iff` inserts for ρ the matrix with a single 1 in row j, column i, which picks out the (i,j) entry.

`dissipation_eq` is the formula for D(A). The tactic `noncomm_ring` expands each squared commutator without reordering factors, and the step `h2` applies completeness to the last term.

`eq_zero_of_trace_sum_eq_zero` first rewrites the trace as a real sum of squared moduli. It then uses three times, for k, j and i, that a vanishing sum of nonnegative terms has only vanishing terms.

In `conserved_iff_commute`, the forward direction substitutes the two conditions into `dissipation_eq`, lets `abel` cancel the terms, and applies the trace lemma to the commutators. The reverse direction uses `heis_mul_of_commute`, which is G(XA) = G(X)A, with X = 1 and X = A†.

`second_moment_posSemidef` identifies G(A†A) − A†A with D(A) and adds up positive semidefinite terms. `conserved_iff_commute_of_unital` obtains tr D(A) = 0 from the duality at ρ = 1. The theorem on moments passes from commutation with A to commutation with A^m by `pow_left`.

`fixed_not_commute` is the decay channel above, checked through matrix entries. `dephase_witness` treats complete dephasing of a qubit, where diag(a, b) meets both conditions while the Pauli matrix σ_x is sent to zero. There completeness, the commutation of diag(a, b) with the Kraus operators and the image of σ_x are checked entry by entry, and the two conservation conditions then follow from `conserved_iff_commute`.
